# For real $e$ and $d$, the one-mode boson energy of $e\,a^*a+\frac d2(aa+a^*a^*)$ is bounded below exactly when $|d|\le e$

A quasi-boson (random-phase) calculation with real orbitals has a matrix $A$, which couples single excitations to one another, and a matrix $B$, which creates or destroys excitations in pairs. Its stability condition is that $A+B$ and $A-B$ have no negative eigenvalue. For a single mode with $A=e$ and $B=d$ these matrices are the numbers $e+d$ and $e-d$, and the condition reads $|d|\le e$. Here $e$ is the energy of one quantum when $d=0$, and $d/2$ multiplies the terms that create or destroy two quanta at once. If the condition fails, this one-mode model has no ground energy.

```lean
import Mathlib

open scoped ComplexConjugate

namespace QuadraticBosonInstability

noncomputable section
```

## States, operators and energy

A state is $\psi=\sum_n\psi_n|n\rangle$ with finitely many nonzero amplitudes $\psi_n\in\mathbb C$. This space contains every number state but is not complete, so the results concern the energy form on it and not a self-adjoint operator on the full Hilbert space.

```lean
/-- Finitely supported vectors of one-mode boson Fock space, as amplitudes on number states. -/
abbrev Fock := ℕ →₀ ℂ
```

The inner product is $\langle\varphi,\psi\rangle=\sum_n\overline{\varphi_n}\,\psi_n$, conjugate-linear on the left.

```lean
/-- The Fock-space inner product, conjugate-linear in the first argument. -/
def braket : Fock →ₗ⋆[ℂ] Fock →ₗ[ℂ] ℂ :=
  LinearMap.mk₂'ₛₗ (starRingEnd ℂ) (RingHom.id ℂ)
    (fun φ ψ => φ.sum fun n z => conj z * ψ n)
    (fun φ χ ψ => Finsupp.sum_add_index' (by simp) (by intros; simp [add_mul]))
    (fun c φ ψ => by
      rw [Finsupp.sum_smul_index (by simp)]
      simp [Finsupp.sum, Finset.mul_sum, mul_assoc])
    (fun φ ψ χ => by simp [Finsupp.sum, mul_add, Finset.sum_add_distrib])
    (fun c φ ψ => by simp [Finsupp.sum, Finset.mul_sum, mul_left_comm])
```

Annihilation acts by $a|n\rangle=\sqrt n\,|n-1\rangle$ and $a|0\rangle=0$. Lean's natural-number subtraction gives `0 - 1 = 0`, which is harmless because the coefficient $\sqrt0$ vanishes.

```lean
/-- The annihilation operator: it sends the number state n to √n times the number state n - 1,
and the vacuum to zero. -/
def annihilate : Fock →ₗ[ℂ] Fock :=
  Finsupp.linearCombination ℂ fun n => Finsupp.single (n - 1) ((Real.sqrt (n : ℝ) : ℝ) : ℂ)
```

Creation acts by $a^*|n\rangle=\sqrt{n+1}\,|n+1\rangle$. That it is the adjoint of $a$ is proved below.

```lean
/-- The creation operator: it sends the number state n to √(n+1) times the number state n + 1. -/
def create : Fock →ₗ[ℂ] Fock :=
  Finsupp.linearCombination ℂ fun n =>
    Finsupp.single (n + 1) ((Real.sqrt ((n + 1 : ℕ) : ℝ) : ℝ) : ℂ)
```

The Hamiltonian is $H=e\,a^*a+\frac d2(aa+a^*a^*)$, with no zero-point term added, so the vacuum has energy expectation $0$.

```lean
/-- The quadratic boson Hamiltonian e a*a + (d/2)(aa + a*a*). -/
def hamiltonian (e d : ℝ) : Fock →ₗ[ℂ] Fock :=
  (e : ℂ) • (create ∘ₗ annihilate) +
    ((d / 2 : ℝ) : ℂ) • (annihilate ∘ₗ annihilate + create ∘ₗ create)
```

The energy form is $E(\psi)=\operatorname{Re}\langle\psi,H\psi\rangle$. Since $e$ and $d$ are real, $H$ is symmetric and taking the real part loses nothing.

```lean
/-- The quadratic form of the Hamiltonian, without normalisation of the state. -/
def energy (e d : ℝ) (ψ : Fock) : ℝ := (braket ψ (hamiltonian e d ψ)).re
```

Write $N(\psi)=\langle\psi,\psi\rangle$. States are not normalised; for $\psi\neq0$ the energy expectation is $E(\psi)/N(\psi)$.

```lean
/-- The squared norm of a state. -/
def sqNorm (ψ : Fock) : ℝ := (braket ψ ψ).re
```

The instability will be shown with the states $\psi^{(L)}=\sum_{k=0}^{L}s^k|2k\rangle$, where $s=\pm1$.

```lean
/-- The trial state with amplitude s^k on the number state 2k, for k from 0 to L. -/
def trial (s : ℝ) (L : ℕ) : Fock :=
  ∑ k ∈ Finset.range (L + 1), Finsupp.single (2 * k) ((s ^ k : ℝ) : ℂ)
```

## The oscillator algebra

Exchanging the arguments conjugates each term, so $\overline{\langle\varphi,\psi\rangle}=\langle\psi,\varphi\rangle$. The proof writes both sides as sums over the union of the two supports.

```lean
/-- Exchanging the two states conjugates the inner product. -/
theorem braket_conj (φ ψ : Fock) : conj (braket φ ψ) = braket ψ φ := by
  have h : ∀ φ ψ : Fock, braket φ ψ = ∑ n ∈ φ.support ∪ ψ.support, conj (φ n) * ψ n := by
    intro φ ψ
    change φ.sum (fun n z => conj z * ψ n) = _
    exact Finsupp.sum_of_support_subset φ Finset.subset_union_left _ (by simp)
  rw [h φ ψ, h ψ φ, map_sum, Finset.union_comm]
  refine Finset.sum_congr rfl fun n _ => ?_
  rw [map_mul, Complex.conj_conj, mul_comm]
```

Also $N(\psi)=\sum_n|\psi_n|^2\ge0$.

```lean
/-- The squared norm of a state is nonnegative. -/
theorem sqNorm_nonneg (ψ : Fock) : 0 ≤ sqNorm ψ := by
  change 0 ≤ (∑ n ∈ ψ.support, conj (ψ n) * ψ n).re
  rw [Complex.re_sum]
  refine Finset.sum_nonneg fun n _ => ?_
  rw [← Complex.normSq_eq_conj_mul_self, Complex.ofReal_re]
  exact Complex.normSq_nonneg _
```

In amplitudes, the ladder operators read
$$(a\psi)_n=\sqrt{n+1}\,\psi_{n+1},\qquad (a^*\psi)_n=\sqrt n\,\psi_{n-1},$$
the second being zero at $n=0$. Both sides are linear in $\psi$, so `Finsupp.induction_linear` reduces the proof to a single number state.

```lean
/-- The amplitudes of a state after annihilation or creation of one boson. -/
theorem ladder_apply (ψ : Fock) (n : ℕ) :
    annihilate ψ n = ((Real.sqrt ((n + 1 : ℕ) : ℝ) : ℝ) : ℂ) * ψ (n + 1) ∧
    create ψ n = ((Real.sqrt (n : ℝ) : ℝ) : ℂ) * ψ (n - 1) := by
  constructor
  · refine Finsupp.induction_linear ψ (by simp) ?_ ?_
    · intro f g hf hg
      rw [map_add, Finsupp.add_apply, hf, hg, Finsupp.add_apply, mul_add]
    · intro m z
      cases m with
      | zero => simp [annihilate, Finsupp.linearCombination_single]
      | succ m =>
        by_cases h : m = n
        · subst h
          simp [annihilate, Finsupp.linearCombination_single, mul_comm]
        · simp [annihilate, Finsupp.linearCombination_single, h]
  · refine Finsupp.induction_linear ψ (by simp) ?_ ?_
    · intro f g hf hg
      rw [map_add, Finsupp.add_apply, hf, hg, Finsupp.add_apply, mul_add]
    · intro m z
      cases n with
      | zero => simp [create, Finsupp.linearCombination_single]
      | succ n =>
        by_cases h : m = n
        · subst h
          simp [create, Finsupp.linearCombination_single, mul_comm]
        · simp [create, Finsupp.linearCombination_single, h]
```

Applying the two formulas in turn gives, for $n\ge1$, $(a^*a\psi)_n=\sqrt n\,(a\psi)_{n-1}=n\psi_n$. At $n=0$ both sides vanish.

```lean
/-- The operator a*a multiplies the amplitude on the number state n by n. -/
theorem number_apply (ψ : Fock) (n : ℕ) : create (annihilate ψ) n = (n : ℂ) * ψ n := by
  cases n with
  | zero => simp [(ladder_apply (annihilate ψ) 0).2]
  | succ n =>
    rw [(ladder_apply (annihilate ψ) (n + 1)).2, Nat.add_sub_cancel, (ladder_apply ψ n).1,
      ← mul_assoc, ← Complex.ofReal_mul, Real.mul_self_sqrt (Nat.cast_nonneg _),
      Complex.ofReal_natCast]
```

In the other order, $(aa^*\psi)_n=\sqrt{n+1}\,(a^*\psi)_{n+1}=(n+1)\psi_n$, hence $aa^*=a^*a+1$.

```lean
/-- The canonical commutation relation a a* = a*a + 1. -/
theorem commutation (ψ : Fock) : annihilate (create ψ) = create (annihilate ψ) + ψ := by
  ext n
  rw [Finsupp.add_apply, number_apply, (ladder_apply (create ψ) n).1,
    (ladder_apply ψ (n + 1)).2, Nat.add_sub_cancel, ← mul_assoc, ← Complex.ofReal_mul,
    Real.mul_self_sqrt (Nat.cast_nonneg _), Complex.ofReal_natCast]
  push_cast
  ring
```

For adjointness, take $\psi=|m\rangle$:
$$\langle\varphi,a^*|m\rangle\rangle=\sqrt{m+1}\,\overline{\varphi_{m+1}}=\overline{(a\varphi)_m}=\langle a\varphi,|m\rangle\rangle.$$
Linearity extends this to all $\psi$, and conjugation gives the companion identity.

```lean
/-- Creation and annihilation are adjoint to each other. -/
theorem adjoint (φ ψ : Fock) :
    braket φ (create ψ) = braket (annihilate φ) ψ ∧
    braket φ (annihilate ψ) = braket (create φ) ψ := by
  have hs : ∀ (χ : Fock) (m : ℕ) (w : ℂ),
      braket χ (Finsupp.single m w) = conj (χ m) * w := by
    intro χ m w
    rw [← braket_conj (Finsupp.single m w) χ]
    change conj ((Finsupp.single m w).sum fun n z => conj z * χ n) = _
    rw [Finsupp.sum_single_index (by simp), map_mul, Complex.conj_conj, mul_comm]
  have h : ∀ φ ψ : Fock, braket φ (create ψ) = braket (annihilate φ) ψ := by
    intro φ ψ
    refine Finsupp.induction_linear ψ (by simp) ?_ ?_
    · intro f g hf hg
      simp only [map_add, hf, hg]
    · intro m z
      rw [create, Finsupp.linearCombination_single, map_smul, hs, hs, (ladder_apply φ m).1]
      simp only [smul_eq_mul, map_mul, Complex.conj_ofReal]
      ring
  refine ⟨h φ ψ, ?_⟩
  rw [← braket_conj (annihilate ψ) φ, ← h, braket_conj]
```

## A squared norm bounds the energy

For real $u,v$, move the operators to the right-hand state and use the commutation relation:
$$\begin{aligned}N\big((ua+va^*)\psi\big)&=\langle\psi,(ua^*+va)(ua+va^*)\psi\rangle\\&=\langle\psi,[(u^2+v^2)a^*a+uv(aa+a^*a^*)]\psi\rangle+v^2N(\psi).\end{aligned}$$
The first term is the energy with parameters $u^2+v^2$ and $2uv$. In the proof, `key` is this identity before real parts are taken.

```lean
/-- For real u and v, the squared norm of (u a + v a*)ψ is the energy of ψ with parameters
u² + v² and 2uv, plus v² times the squared norm of ψ. -/
theorem completed_square (u v : ℝ) (ψ : Fock) :
    sqNorm ((u : ℂ) • annihilate ψ + (v : ℂ) • create ψ) =
      energy (u ^ 2 + v ^ 2) (2 * u * v) ψ + v ^ 2 * sqNorm ψ := by
  have h1 : ∀ φ χ, braket (annihilate φ) χ = braket φ (create χ) :=
    fun φ χ => (adjoint φ χ).1.symm
  have h2 : ∀ φ χ, braket (create φ) χ = braket φ (annihilate χ) :=
    fun φ χ => (adjoint φ χ).2.symm
  have key : braket ((u : ℂ) • annihilate ψ + (v : ℂ) • create ψ)
      ((u : ℂ) • annihilate ψ + (v : ℂ) • create ψ) =
      braket ψ (hamiltonian (u ^ 2 + v ^ 2) (2 * u * v) ψ)
        + ((v ^ 2 : ℝ) : ℂ) * braket ψ ψ := by
    simp only [hamiltonian, map_add, map_smulₛₗ, LinearMap.add_apply, LinearMap.smul_apply,
      LinearMap.comp_apply, smul_eq_mul, Complex.conj_ofReal, RingHom.id_apply, h1, h2,
      commutation]
    push_cast
    ring
  unfold sqNorm energy
  rw [key, Complex.add_re, Complex.re_ofReal_mul]
```

Now let $|d|\le e$, so that $p=\sqrt{e+d}$ and $q=\sqrt{e-d}$ are real roots of non-negative numbers. With $u=(p+q)/2$ and $v=(p-q)/2$,
$$u^2+v^2=\frac{p^2+q^2}2=e,\qquad 2uv=\frac{p^2-q^2}2=d,\qquad v^2=\frac{e-pq}2,$$
and $pq=\sqrt{e^2-d^2}$. The squared norm on the left is non-negative, so $0\le E(\psi)+v^2N(\psi)$, which is
$$E(\psi)\ge\tfrac12\left(\sqrt{e^2-d^2}-e\right)N(\psi).$$
The three identities are `h1`, `h2` and `h3`. The theorem gives a lower bound and does not say whether any state attains it.

```lean
/-- If |d| ≤ e, the energy is at least (√(e² - d²) - e)/2 times the squared norm. -/
theorem lower_bound (e d : ℝ) (hd : |d| ≤ e) (ψ : Fock) :
    (Real.sqrt (e ^ 2 - d ^ 2) - e) / 2 * sqNorm ψ ≤ energy e d ψ := by
  obtain ⟨hl, hr⟩ := abs_le.1 hd
  have hp := Real.sq_sqrt (show 0 ≤ e + d by linarith)
  have hq := Real.sq_sqrt (show 0 ≤ e - d by linarith)
  have hpq : Real.sqrt (e ^ 2 - d ^ 2) = Real.sqrt (e + d) * Real.sqrt (e - d) := by
    rw [← Real.sqrt_mul (by linarith)]
    congr 1
    ring
  rw [hpq]
  generalize Real.sqrt (e + d) = p at *
  generalize Real.sqrt (e - d) = q at *
  -- complete the square with u = (p + q)/2 and v = (p - q)/2
  have h := completed_square ((p + q) / 2) ((p - q) / 2) ψ
  have h1 : ((p + q) / 2) ^ 2 + ((p - q) / 2) ^ 2 = e := by linear_combination (hp + hq) / 2
  have h2 : 2 * ((p + q) / 2) * ((p - q) / 2) = d := by linear_combination (hp - hq) / 2
  have h3 : ((p - q) / 2) ^ 2 = (e - p * q) / 2 := by linear_combination (hp + hq) / 4
  rw [h1, h2, h3] at h
  have h0 := sqNorm_nonneg
    ((((p + q) / 2 : ℝ) : ℂ) • annihilate ψ + (((p - q) / 2 : ℝ) : ℂ) • create ψ)
  rw [h] at h0
  linarith
```

## Energy of a chain of boson pairs

For $s^2=1$ each of the $L+1$ amplitudes of $\psi^{(L)}$ has modulus one, so $N(\psi^{(L)})=L+1$. The number term gives $\sum_{k=0}^{L}2k=L(L+1)$. Pair annihilation links neighbouring even states: for $k<L$,
$$s^k\,(aa\psi^{(L)})_{2k}=s^k\sqrt{2k+1}\sqrt{2k+2}\;s^{k+1}=s\sqrt{2k+1}\sqrt{2k+2},$$
and the $k=L$ term vanishes. Pair creation contributes the complex conjugate, which is the same real number. Therefore
$$E(\psi^{(L)})=eL(L+1)+ds\,S_L,\qquad S_L=\sum_{k=0}^{L-1}\sqrt{2k+1}\sqrt{2k+2}.$$
In the proof, `hN`, `hP` and `hcc` are the three contributions. At $L=0$ the state is the vacuum and the energy is zero.

```lean
/-- Squared norm and energy of the trial state when s² = 1. -/
theorem trial_energy (e d s : ℝ) (hs : s * s = 1) (L : ℕ) :
    sqNorm (trial s L) = L + 1 ∧
    energy e d (trial s L) = e * (L * (L + 1)) + d * s * ∑ k ∈ Finset.range L,
      Real.sqrt ((2 * k + 1 : ℕ) : ℝ) * Real.sqrt ((2 * k + 2 : ℕ) : ℝ) := by
  have hsk : ∀ k : ℕ, (s : ℂ) ^ k * (s : ℂ) ^ k = 1 := by
    intro k
    rw [← mul_pow, ← Complex.ofReal_mul, hs, Complex.ofReal_one, one_pow]
  have hval : ∀ j, trial s L (2 * j) = if j < L + 1 then ((s ^ j : ℝ) : ℂ) else 0 := by
    intro j
    change (Finsupp.lapply (2 * j) : Fock →ₗ[ℂ] ℂ) (trial s L) = _
    rw [trial, map_sum]
    simp [Finsupp.single_apply]
  have hbr : ∀ φ : Fock, braket (trial s L) φ =
      ∑ k ∈ Finset.range (L + 1), ((s ^ k : ℝ) : ℂ) * φ (2 * k) := by
    intro φ
    rw [trial, map_sum, LinearMap.sum_apply]
    refine Finset.sum_congr rfl fun k _ => ?_
    change (Finsupp.single (2 * k) ((s ^ k : ℝ) : ℂ)).sum (fun n z => conj z * φ n) = _
    rw [Finsupp.sum_single_index (by simp), Complex.conj_ofReal]
  constructor
  · have h : ∀ k ∈ Finset.range (L + 1),
        ((s ^ k : ℝ) : ℂ) * trial s L (2 * k) = 1 := by
      intro k hk
      rw [hval, if_pos (Finset.mem_range.1 hk), Complex.ofReal_pow, hsk]
    rw [sqNorm, hbr, Finset.sum_congr rfl h]
    simp
  · have gauss : ∀ M : ℕ, ∑ k ∈ Finset.range (M + 1), (2 * (k : ℝ)) = M * (M + 1) := by
      intro M
      induction M with
      | zero => simp
      | succ M ih =>
        rw [Finset.sum_range_succ, ih]
        push_cast
        ring
    have hN : braket (trial s L) (create (annihilate (trial s L))) =
        ((L * (L + 1) : ℝ) : ℂ) := by
      rw [hbr, ← gauss L, Complex.ofReal_sum]
      refine Finset.sum_congr rfl fun k hk => ?_
      rw [number_apply, hval, if_pos (Finset.mem_range.1 hk)]
      push_cast
      linear_combination (2 * (k : ℂ)) * hsk k
    have haa : ∀ k, annihilate (annihilate (trial s L)) (2 * k) =
        ((Real.sqrt ((2 * k + 1 : ℕ) : ℝ) : ℝ) : ℂ) *
          (((Real.sqrt ((2 * k + 2 : ℕ) : ℝ) : ℝ) : ℂ) * trial s L (2 * (k + 1))) := by
      intro k
      have h := (ladder_apply (annihilate (trial s L)) (2 * k)).1
      rw [(ladder_apply (trial s L) (2 * k + 1)).1] at h
      exact h
    -- pair annihilation connects neighbouring even number states
    have hP : braket (trial s L) (annihilate (annihilate (trial s L))) =
        ((s * ∑ k ∈ Finset.range L, Real.sqrt ((2 * k + 1 : ℕ) : ℝ) *
          Real.sqrt ((2 * k + 2 : ℕ) : ℝ) : ℝ) : ℂ) := by
      rw [hbr, Finset.sum_range_succ, haa L, hval (L + 1), if_neg (lt_irrefl _), mul_zero,
        mul_zero, mul_zero, add_zero, Complex.ofReal_mul, Complex.ofReal_sum, Finset.mul_sum]
      refine Finset.sum_congr rfl fun k hk => ?_
      have hk' := Finset.mem_range.1 hk
      rw [haa, hval, if_pos (by omega)]
      simp only [Complex.ofReal_mul, Complex.ofReal_pow]
      linear_combination ((s : ℂ) * ((Real.sqrt ((2 * k + 1 : ℕ) : ℝ) : ℝ) : ℂ) *
        ((Real.sqrt ((2 * k + 2 : ℕ) : ℝ) : ℝ) : ℂ)) * hsk k
    have hcc : braket (trial s L) (create (create (trial s L))) =
        conj (braket (trial s L) (annihilate (annihilate (trial s L)))) := by
      rw [braket_conj, (adjoint _ _).1, (adjoint _ _).1]
    unfold energy
    simp only [hamiltonian, LinearMap.add_apply, LinearMap.smul_apply, LinearMap.comp_apply,
      map_add, map_smul, smul_eq_mul]
    rw [hcc, hN, hP, Complex.conj_ofReal]
    simp only [← Complex.ofReal_mul, ← Complex.ofReal_add, Complex.ofReal_re]
    ring
```

## The stability threshold

The last theorem says that, for all real $e$ and $d$, some real $C$ satisfies $CN(\psi)\le E(\psi)$ for every $\psi$ if and only if $|d|\le e$, and that $C=-e/2$ then works. No sign of $e$ is assumed; for $e<0$ the condition never holds.

The constant $-e/2$ follows from the previous bound by discarding the non-negative square root. For the converse, suppose $|d|>e$ and that some $C$ works. Choose $s$ with $ds=-|d|$. Since $S_L\ge\sum_{k<L}(2k+1)=L^2$ (`hS`),
$$C(L+1)\le eL(L+1)-|d|L^2.$$
For $L\ge1$ this rearranges to
$$(|d|-e)L^2\le eL-C(L+1)\le(|e|+2|C|)L,$$
which is false once $L>(|e|+2|C|)/(|d|-e)$. The code calls this length `n`, and `nlinarith` combines the estimates.

A two-term state shows that $e>0$ alone does not secure the constant $-e/2$. Take $e=1$, $d=3$ and $\psi=|0\rangle-|2\rangle$. Then $N(\psi)=2$ and $E(\psi)=2-3\sqrt2$, so the energy expectation is $1-3/\sqrt2\approx-1.12$, below $-1/2$. The proof rules out every constant by letting the length of the chain grow.

```lean
/-- For real e and d, the energy is bounded below by a multiple of the squared norm exactly when
|d| ≤ e, and then -e/2 is such a multiple. -/
theorem bounded_below_iff (e d : ℝ) :
    ((∃ C : ℝ, ∀ ψ, C * sqNorm ψ ≤ energy e d ψ) ↔ |d| ≤ e) ∧
    (|d| ≤ e → ∀ ψ, -(e / 2) * sqNorm ψ ≤ energy e d ψ) := by
  have hb : |d| ≤ e → ∀ ψ, -(e / 2) * sqNorm ψ ≤ energy e d ψ := by
    intro hd ψ
    have h1 := lower_bound e d hd ψ
    have h2 := mul_nonneg (Real.sqrt_nonneg (e ^ 2 - d ^ 2)) (sqNorm_nonneg ψ)
    linarith
  refine ⟨⟨?_, fun hd => ⟨_, hb hd⟩⟩, hb⟩
  rintro ⟨C, hC⟩
  by_contra hd
  have hδ : 0 < |d| - e := sub_pos.2 (not_le.1 hd)
  -- choose the sign s so that d * s = -|d|
  obtain ⟨s, hs, hds⟩ : ∃ s : ℝ, s * s = 1 ∧ d * s = -|d| := by
    rcases le_total 0 d with h | h
    · exact ⟨-1, by norm_num, by rw [abs_of_nonneg h]; ring⟩
    · exact ⟨1, by norm_num, by rw [abs_of_nonpos h]; ring⟩
  have hS : ∀ M : ℕ, (M : ℝ) ^ 2 ≤ ∑ k ∈ Finset.range M,
      Real.sqrt ((2 * k + 1 : ℕ) : ℝ) * Real.sqrt ((2 * k + 2 : ℕ) : ℝ) := by
    intro M
    induction M with
    | zero => simp
    | succ M ih =>
      have h1 : ((2 * M + 1 : ℕ) : ℝ) ≤
          Real.sqrt ((2 * M + 1 : ℕ) : ℝ) * Real.sqrt ((2 * M + 2 : ℕ) : ℝ) :=
        calc ((2 * M + 1 : ℕ) : ℝ)
            = Real.sqrt ((2 * M + 1 : ℕ) : ℝ) * Real.sqrt ((2 * M + 1 : ℕ) : ℝ) :=
              (Real.mul_self_sqrt (Nat.cast_nonneg _)).symm
          _ ≤ _ := mul_le_mul_of_nonneg_left
              (Real.sqrt_le_sqrt (Nat.cast_le.2 (by omega))) (Real.sqrt_nonneg _)
      have h2 : ((M + 1 : ℕ) : ℝ) ^ 2 = (M : ℝ) ^ 2 + ((2 * M + 1 : ℕ) : ℝ) := by
        push_cast
        ring
      rw [Finset.sum_range_succ, h2]
      exact add_le_add ih h1
  -- a long enough trial state violates the supposed bound
  obtain ⟨n, hn⟩ := exists_nat_gt ((|e| + 2 * |C|) / (|d| - e))
  have hn0 : (0 : ℝ) < n := lt_of_le_of_lt (by positivity) hn
  have hn1 : (1 : ℝ) ≤ n := by
    have h : 0 < n := Nat.cast_pos.1 hn0
    exact_mod_cast h
  rw [div_lt_iff₀ hδ] at hn
  have h := hC (trial s n)
  rw [(trial_energy e d s hs n).1, (trial_energy e d s hs n).2, hds] at h
  have h1 := mul_le_mul_of_nonneg_left (hS n) (abs_nonneg d)
  have h2 := mul_lt_mul_of_pos_right hn hn0
  have h3 := mul_le_mul_of_nonneg_right (le_abs_self e) hn0.le
  have h4 := mul_le_mul_of_nonneg_right (neg_abs_le C) (by linarith : (0 : ℝ) ≤ n + 1)
  have h5 := mul_le_mul_of_nonneg_left hn1 (abs_nonneg C)
  nlinarith

end

end QuadraticBosonInstability
```

```lean
#print axioms QuadraticBosonInstability.bounded_below_iff
```

```
'QuadraticBosonInstability.bounded_below_iff' depends on axioms: [propext, Classical.choice, Quot.sound]
```
